# For orbitals at inversion centres, the odd-parity count at zero momentum is at most twice its average over the invariant momenta

The model is a non-interacting, inversion-symmetric crystal in `d` dimensions, with finite collections of orbitals of even or odd parity placed at the inversion centres `a/2`. For each of the 2^d invariant momenta `b`, `n b` counts the states with inversion eigenvalue −1. The theorem `atomicCone_bound` states that every `n` in `atomicCone d`, the set of sums of single-orbital counts, satisfies 2^d · n(0) ≤ 2 · Σ_b n(b). The attempt uses induction on how `n` is built: it checks single orbitals by a Fourier sum and a split on parity, then the zero count, and then sums of two counts that already satisfy the bound.

The first attempt, which Lean rejects:

```lean
import Mathlib

open Finset

namespace AtomicConeBound

variable {d : ℕ}

/-- The sign `(-1)^(a·b)` that a Bloch state built from even orbitals at position `a/2` acquires
under inversion at the invariant momentum labelled by `b`. -/
def phase (a b : Fin d → Fin 2) : ℤ := (-1) ^ (∑ i, (a i : ℕ) * (b i : ℕ))

/-- The atomic vector of an orbital of parity `e` at position `a/2`: it is 1 at the momenta `b`
where the inversion eigenvalue `e (-1)^(a·b)` is `-1`, and 0 at the others. -/
def oddCount (e : ℤˣ) (a b : Fin d → Fin 2) : ℤ :=
  if (e : ℤ) * phase a b = -1 then 1 else 0

/-- All combinations of atomic vectors with natural-number coefficients: the odd-parity counts
of actual collections of orbitals. -/
def atomicCone (d : ℕ) : AddSubmonoid ((Fin d → Fin 2) → ℤ) :=
  AddSubmonoid.closure (Set.range fun p : ℤˣ × (Fin d → Fin 2) => oddCount p.1 p.2)

/-- The odd-parity count of one orbital is `(1 - e (-1)^(a·b)) / 2`, written without division. -/
theorem two_mul_oddCount (e : ℤˣ) (a b : Fin d → Fin 2) :
    2 * oddCount e a b = 1 - e * phase a b := by
  have hp : phase a b = 1 ∨ phase a b = -1 := neg_one_pow_eq_or ℤ _
  rcases hp with h | h <;> rcases Int.units_eq_one_or e with rfl | rfl <;>
    norm_num [oddCount, h]

/-- The inversion signs of two different positions are orthogonal over the invariant momenta. -/
theorem phase_orthogonal (a a' : Fin d → Fin 2) :
    ∑ b, phase a b * phase a' b = if a = a' then 2 ^ d else 0 := by
  have key : ∀ x y : Fin 2, ∑ z : Fin 2, ((-1 : ℤ) ^ ((x : ℕ) * (z : ℕ)) *
      (-1) ^ ((y : ℕ) * (z : ℕ))) = if x = y then 2 else 0 := by
    intro x y
    fin_cases x <;> fin_cases y <;> norm_num [Fin.sum_univ_two]
  -- the sum over momenta factorises into one sum per direction
  calc ∑ b, phase a b * phase a' b
      = ∑ b : Fin d → Fin 2, ∏ i, ((-1 : ℤ) ^ ((a i : ℕ) * (b i : ℕ)) *
          (-1) ^ ((a' i : ℕ) * (b i : ℕ))) := by
        refine sum_congr rfl fun b _ => ?_
        simp only [phase, prod_mul_distrib, prod_pow_eq_pow_sum]
    _ = ∏ i, ∑ z : Fin 2, ((-1 : ℤ) ^ ((a i : ℕ) * (z : ℕ)) *
          (-1) ^ ((a' i : ℕ) * (z : ℕ))) := by
        rw [prod_univ_sum, Fintype.piFinset_univ]
    _ = ∏ i, (if a i = a' i then (2 : ℤ) else 0) := prod_congr rfl fun i _ => key _ _
    _ = if a = a' then 2 ^ d else 0 := by
        split_ifs with h
        · subst h
          simp
        · obtain ⟨i, hi⟩ := Function.ne_iff.mp h
          exact prod_eq_zero (mem_univ i) (if_neg hi)

/-- The Fourier sums of an atomic vector: only `0` and the position of the orbital contribute. -/
theorem two_mul_fourier_oddCount (a : Fin d → Fin 2) (e : ℤˣ) (a' : Fin d → Fin 2) :
    2 * ∑ b, phase a b * oddCount e a' b =
      (if a = 0 then 2 ^ d else 0) - e * (if a = a' then 2 ^ d else 0) := by
  rw [← phase_orthogonal a 0, ← phase_orthogonal a a', mul_sum, mul_sum, ← sum_sub_distrib]
  refine sum_congr rfl fun b _ => ?_
  have h0 : phase 0 b = 1 := by simp [phase]
  rw [h0]
  linear_combination phase a b * two_mul_oddCount e a' b

/-- For any collection of orbitals, `2^d` times the odd-parity count at `b = 0` is at most twice
the total odd-parity count. -/
theorem atomicCone_bound {n : (Fin d → Fin 2) → ℤ} (h : n ∈ atomicCone d) :
    2 ^ d * n 0 ≤ 2 * ∑ b, n b := by
  refine AddSubmonoid.closure_induction
    (p := fun m _ => 2 ^ d * m 0 ≤ 2 * ∑ b, m b) ?_ ?_ ?_ h
  · rintro _ ⟨⟨e, a⟩, rfl⟩
    change 2 ^ d * oddCount e a 0 ≤ 2 * ∑ b, oddCount e a b
    have hs := two_mul_fourier_oddCount 0 e a
    have hp : ∀ b : Fin d → Fin 2, phase 0 b = 1 := fun b => by simp [phase]
    simp only [hp, one_mul, ↓reduceIte] at hs
    have h2 : (0 : ℤ) < 2 ^ d := by positivity
    rw [hs]
    rcases Int.units_eq_one_or e with rfl | rfl
    · have h0 : oddCount 1 a 0 = 0 := by simp [oddCount, phase]
      rw [h0, Units.val_one]
      split_ifs <;> linarith
    · have h0 : oddCount (-1) a 0 = 1 := by simp [oddCount, phase]
      rw [h0, Units.val_neg, Units.val_one]
      split_ifs <;> linarith
  · simp
  · intro x y _ _ hx hy
    simp only [Pi.add_apply, sum_add_distrib]
    linarith

end AtomicConeBound
```

Messages:

```
Main.lean:68:9: error: failed to elaborate eliminator, unused named arguments: [p]
Main.lean:70:2: error: No goals to be solved
```

Diagnosis. The first message says that Lean could not elaborate the induction lemma `AddSubmonoid.closure_induction` because the named argument `p` was left unused. The lemma has no argument of that name to receive the inequality being proved by induction. In this version of Mathlib the argument is called `motive`. The diff changes only that name, and the predicate itself stays the same, so Lean can now apply the lemma and produce the three goals for single orbitals, zero and sums.

The second message, "No goals to be solved", points to the first bullet after the `refine`. It follows from the first error: once the term had failed, Lean recovered by treating the goal as closed, and the bullet had nothing to work on. With the name corrected, the three goals exist and the bullets prove them as written. The mathematical argument needed no change.

Lean accepts the file once it reads:

```diff
@@ -67,5 +67,5 @@
     2 ^ d * n 0 ≤ 2 * ∑ b, n b := by
   refine AddSubmonoid.closure_induction
-    (p := fun m _ => 2 ^ d * m 0 ≤ 2 * ∑ b, m b) ?_ ?_ ?_ h
+    (motive := fun m _ => 2 ^ d * m 0 ≤ 2 * ∑ b, m b) ?_ ?_ ?_ h
   · rintro _ ⟨⟨e, a⟩, rfl⟩
     change 2 ^ d * oddCount e a 0 ≤ 2 * ∑ b, oddCount e a b
```
